# Lower bounds on the numbers of Wilson-loop eigenvalues ±1 from inversion parities at 0 and π

The occupied states at momentum $0$ and at momentum $\pi$ are taken here as two separate complex vector spaces, $E$ and $F$, of the same finite dimension $N$. Parallel transport over the first half of the Brillouin zone is an invertible linear map $U:E\to F$, and over the second half a linear map $T:F\to E$. Inversion acts by $P$ on $E$ and by $Q$ on $F$, with $P^2=1$ and $Q^2=1$. It is tied to transport by one assumed relation,

$$TQ = PU^{-1}.$$

Physically, inversion sends $k$ to $-k$, so it turns the first half of the loop, run backwards, into the second half. The relation stands for an inversion-symmetric crystal whose occupied bands stay separated from the rest along the loop. In two or three dimensions, the loop must also be one that inversion maps onto itself, up to a reciprocal lattice vector. It is not derived from a Hamiltonian.

```lean
import Mathlib

open Module

namespace WilsonLoopInversion

noncomputable section

variable {E F : Type*} [AddCommGroup E] [Module ℂ E] [FiniteDimensional ℂ E]
  [AddCommGroup F] [Module ℂ F] [FiniteDimensional ℂ F]
```

## Parities and the loop

An operator on $E$ has type `Module.End ℂ E`. The odd count of an inversion operator is the dimension of its eigenspace at $-1$. Write $a$ for the odd count of $P$ and $b$ for that of $Q$.

```lean
/-- The number of odd states of an inversion operator: the dimension of its eigenspace
at `-1`. -/
def oddCount (A : Module.End ℂ E) : ℕ := finrank ℂ (End.eigenspace A (-1))
```

The Wilson loop based at momentum $0$ is $W=TU$. The type `E ≃ₗ[ℂ] F` of `U` carries its invertibility.

```lean
/-- The Wilson loop on the occupied space at momentum `0`: transport `U` from `0` to `π`,
followed by transport `T` from `π` to `2π`. -/
def wilsonLoop (U : E ≃ₗ[ℂ] F) (T : F →ₗ[ℂ] E) : Module.End ℂ E := T ∘ₗ U.toLinearMap
```

To compare $Q$ with $P$, we bring it back to $E$ as $U^{-1}QU$.

```lean
/-- An operator on the occupied space at `π`, carried back to momentum `0` by the
transport `U`. -/
def pullback (U : E ≃ₗ[ℂ] F) (Q : Module.End ℂ F) : Module.End ℂ E :=
  U.symm.toLinearMap ∘ₗ Q ∘ₗ U.toLinearMap
```

No inner product is used, so the theorems count independent eigenvectors. For unitary transport this is the usual multiplicity. An eigenvalue $e^{i\theta}$ then gives a Wannier centre $\theta/2\pi$ in units of the cell, up to sign convention: $1$ puts it at the inversion centre that $P$ and $Q$ refer to, and $-1$ puts it half a cell away, at another inversion centre.

## Even and odd states

Let $A$ be any involution on $E$. By definition $A(Ax)=x$.

```lean
omit [FiniteDimensional ℂ E] in
/-- Applying an involution twice returns the original state. -/
lemma invol_apply {A : Module.End ℂ E} (hA : A * A = 1) (x : E) : A (A x) = x := by
  rw [← Module.End.mul_apply, hA, Module.End.one_apply]
```

Dimensions will be compared through injective maps: if one carries a subspace $p$ into $q$, then $\dim p\le\dim q$.

```lean
omit [FiniteDimensional ℂ E] in
/-- An injective linear map that sends one subspace into another, finite-dimensional one
cannot lower the dimension. -/
lemma finrank_le_of_map {p : Submodule ℂ E} {q : Submodule ℂ F} (f : E →ₗ[ℂ] F)
    (hf : Function.Injective f) (h : ∀ x ∈ p, f x ∈ q) : finrank ℂ p ≤ finrank ℂ q :=
  LinearMap.finrank_le_finrank_of_injective (f := f.restrict h)
    (fun _ _ hxy => Subtype.ext (hf (congrArg Subtype.val hxy)))
```

Every state splits as

$$x=\tfrac12(x+Ax)+\tfrac12(x-Ax),$$

where $A$ fixes the first term and reverses the second. A state that is both even and odd obeys $x=-x$, hence $x=0$. The two dimensions therefore add up to $N$. In Lean, `IsCompl` combines these two facts.

```lean
/-- The dimensions of the even and odd eigenspaces of an involution add up to the dimension of the
whole space. -/
theorem even_add_odd {A : Module.End ℂ E} (hA : A * A = 1) :
    finrank ℂ (End.eigenspace A 1) + oddCount A = finrank ℂ E := by
  have hc : IsCompl (End.eigenspace A 1) (End.eigenspace A (-1)) := by
    constructor
    · rw [Submodule.disjoint_def]
      intro x h1 h2
      rw [End.mem_eigenspace_iff] at h1 h2
      have h : (2 : ℂ) • x = 0 := by
        linear_combination (norm := module) h2 - h1
      exact (smul_eq_zero.mp h).resolve_left two_ne_zero
    · rw [codisjoint_iff, eq_top_iff]
      intro x _
      -- split a state into its even and odd parts
      refine Submodule.mem_sup.mpr
        ⟨(1 / 2 : ℂ) • (x + A x), ?_, (1 / 2 : ℂ) • (x - A x), ?_, by module⟩
      · rw [End.mem_eigenspace_iff, map_smul, map_add, invol_apply hA]
        module
      · rw [End.mem_eigenspace_iff, map_smul, map_sub, invol_apply hA]
        module
  exact Submodule.finrank_add_eq_of_isCompl hc
```

## Common eigenvectors of two involutions

If $Ax=sx$ and $Bx=tx$, then $ABx=st\,x$. The intersection of the two eigenspaces $A_s$ and $B_t$ satisfies

$$\dim(A_s\cap B_t)=\dim A_s+\dim B_t-\dim(A_s+B_t)\ge\dim A_s+\dim B_t-N.$$

This bounds the eigenspace of $AB$ at $st$ from below. The proof needs no involution property, and `omega` does the final arithmetic.

```lean
/-- The dimensions of the eigenspaces of `A` at `s` and of `B` at `t` add up to at most the
dimension of the whole space plus that of the eigenspace of `A B` at `s t`. -/
theorem overlap_bound (A B : Module.End ℂ E) (s t : ℂ) :
    finrank ℂ (End.eigenspace A s) + finrank ℂ (End.eigenspace B t)
      ≤ finrank ℂ E + finrank ℂ (End.eigenspace (A * B) (s * t)) := by
  have hle : End.eigenspace A s ⊓ End.eigenspace B t ≤ End.eigenspace (A * B) (s * t) := by
    rintro x ⟨h1, h2⟩
    have h1' : A x = s • x := End.mem_eigenspace_iff.mp h1
    have h2' : B x = t • x := End.mem_eigenspace_iff.mp h2
    rw [End.mem_eigenspace_iff, Module.End.mul_apply, h2', map_smul, h1']
    module
  have h1 := Submodule.finrank_mono hle
  have h2 := Submodule.finrank_sup_add_finrank_inf_eq (End.eigenspace A s) (End.eigenspace B t)
  have h3 := Submodule.finrank_le (End.eigenspace A s ⊔ End.eigenspace B t)
  omega
```

## Pairing of the spectrum

For involutions, $(AB)(BA)=1$ and $A(AB)A=BA$. Since $A=A^{-1}$, the product is similar to its inverse.

```lean
omit [FiniteDimensional ℂ E] in
/-- For involutions `A` and `B`, the product `W = A B` has inverse `B A`, and conjugation
by `A` turns `W` into this inverse. -/
theorem similar_to_inverse {A B : Module.End ℂ E} (hA : A * A = 1) (hB : B * B = 1) :
    A * (A * B) * A = B * A ∧ (A * B) * (B * A) = 1 ∧ (B * A) * (A * B) = 1 := by
  refine ⟨?_, ?_, ?_⟩
  · rw [← mul_assoc A A B, hA, one_mul]
  · rw [mul_assoc, ← mul_assoc B, hB, one_mul, hA]
  · rw [mul_assoc, ← mul_assoc A, hA, one_mul, hB]
```

Let $\mu\nu=1$ and $ABx=\mu x$. Applying $A$ gives $Bx=\mu Ax$, and applying $B$ gives $x=\mu BAx$. Multiplication by $\nu$ yields $BAx=\nu x$, so

$$AB(Ax)=\nu Ax.$$

Thus $A$ maps the eigenspace at $\mu$ injectively into that at $\nu$, and exchanging $\mu$ and $\nu$ gives equality. For a unitary loop, $\nu=\bar\mu$, so the phases other than $0$ and $\pi$ come in pairs $\pm\theta$.

```lean
/-- For involutions `A` and `B`, mutually inverse numbers `μ` and `ν` have eigenspaces of
`A B` of equal dimension. -/
theorem spectrum_paired {A B : Module.End ℂ E} (hA : A * A = 1) (hB : B * B = 1)
    {μ ν : ℂ} (h : μ * ν = 1) :
    finrank ℂ (End.eigenspace (A * B) μ) = finrank ℂ (End.eigenspace (A * B) ν) := by
  have key : ∀ μ ν : ℂ, μ * ν = 1 →
      finrank ℂ (End.eigenspace (A * B) μ) ≤ finrank ℂ (End.eigenspace (A * B) ν) := by
    intro μ ν h
    -- `A` maps the eigenspace at `μ` into the eigenspace at `ν`
    refine finrank_le_of_map A (Function.LeftInverse.injective (invol_apply hA)) ?_
    intro x hx
    have hx' : A (B x) = μ • x := End.mem_eigenspace_iff.mp hx
    have h1 : B x = μ • A x := by
      have := congrArg A hx'
      rwa [invol_apply hA, map_smul] at this
    have h2 : x = μ • B (A x) := by
      have := congrArg B h1
      rwa [invol_apply hB, map_smul] at this
    have h3 : B (A x) = ν • x := by
      calc B (A x) = (μ * ν) • B (A x) := by rw [h, one_smul]
        _ = ν • (μ • B (A x)) := by module
        _ = ν • x := by rw [← h2]
    rw [End.mem_eigenspace_iff, Module.End.mul_apply, h3, map_smul]
  exact le_antisymm (key μ ν h) (key ν μ (by rw [mul_comm, h]))
```

## Four choices of parity

Now let $a$ and $b$ be the odd counts of $A$ and $B$. The even counts are $N-a$ and $N-b$, and the overlap bound gives:

- $(s,t)=(-1,1)$: at least $a-b$ eigenvectors at $-1$;
- $(s,t)=(1,-1)$: at least $b-a$ at $-1$;
- $(s,t)=(-1,-1)$: at least $a+b-N$ at $1$;
- $(s,t)=(1,1)$: at least $N-a-b$ at $1$.

Together,

$$\dim\ker(AB+1)\ge|a-b|,\qquad \dim\ker(AB-1)\ge|N-a-b|.$$

The Lean statement casts the counts to integers, so that the differences may be negative.

```lean
/-- For involutions `A` and `B` with `a` and `b` odd states in dimension `N`, the product
`A B` has at least `|a - b|` independent eigenvectors at `-1` and at least `|N - a - b|`
at `1`. -/
theorem pinning {A B : Module.End ℂ E} (hA : A * A = 1) (hB : B * B = 1) :
    |(oddCount A : ℤ) - oddCount B| ≤ finrank ℂ (End.eigenspace (A * B) (-1)) ∧
    |(finrank ℂ E : ℤ) - oddCount A - oddCount B|
      ≤ finrank ℂ (End.eigenspace (A * B) 1) := by
  have eA := even_add_odd hA
  have eB := even_add_odd hB
  -- the four combinations of parities
  have h1 := overlap_bound A B (-1) 1
  have h2 := overlap_bound A B 1 (-1)
  have h3 := overlap_bound A B (-1) (-1)
  have h4 := overlap_bound A B 1 1
  rw [mul_one] at h1
  rw [one_mul] at h2
  rw [neg_mul_neg, one_mul] at h3
  rw [one_mul] at h4
  unfold oddCount at *
  rw [abs_le, abs_le]
  refine ⟨⟨?_, ?_⟩, ⟨?_, ?_⟩⟩ <;> omega
```

## From involutions to the Wilson loop

If $Qy=-y$, then $U^{-1}y$ is odd under $U^{-1}QU$, and conversely $U$ carries odd states of $U^{-1}QU$ to odd states of $Q$. The odd count survives the transport.

```lean
/-- Carrying an operator from `π` back to `0` by invertible transport keeps its number of
odd states. -/
theorem oddCount_pullback (U : E ≃ₗ[ℂ] F) (Q : Module.End ℂ F) :
    oddCount (pullback U Q) = oddCount Q := by
  apply le_antisymm
  · refine finrank_le_of_map U.toLinearMap U.injective ?_
    intro x hx
    have h : U.symm (Q (U x)) = (-1 : ℂ) • x := End.mem_eigenspace_iff.mp hx
    have h' := congrArg U h
    rw [U.apply_symm_apply, map_smul] at h'
    exact End.mem_eigenspace_iff.mpr h'
  · refine finrank_le_of_map U.symm.toLinearMap U.symm.injective ?_
    intro y hy
    have h : Q y = (-1 : ℂ) • y := End.mem_eigenspace_iff.mp hy
    rw [End.mem_eigenspace_iff]
    change U.symm (Q (U (U.symm y))) = (-1 : ℂ) • U.symm y
    rw [U.apply_symm_apply, h, map_smul]
```

Since $Q^2=1$, the assumed relation gives

$$TUx=TQ(QUx)=PU^{-1}QUx.$$

So $W=P\,(U^{-1}QU)$ is a product of two involutions, with odd counts $a$ and $b$, and the bounds carry over. In the Lean proof, `hW` is this factorisation and `hB` says that the second factor squares to $1$.

```lean
/-- Let inversion act by involutions `P` at `0` and `Q` at `π`, and let it map the reversed
first half of the loop to the second half. Then the odd-state counts at the two momenta
bound from below the numbers of Wilson-loop eigenvalues `-1` and `1`. -/
theorem wilson_pinning (U : E ≃ₗ[ℂ] F) (T : F →ₗ[ℂ] E) {P : Module.End ℂ E}
    {Q : Module.End ℂ F} (hP : P * P = 1) (hQ : Q * Q = 1)
    (hT : ∀ y, T (Q y) = P (U.symm y)) :
    |(oddCount P : ℤ) - oddCount Q|
      ≤ finrank ℂ (End.eigenspace (wilsonLoop U T) (-1)) ∧
    |(finrank ℂ E : ℤ) - oddCount P - oddCount Q|
      ≤ finrank ℂ (End.eigenspace (wilsonLoop U T) 1) := by
  -- the loop is a product of two involutions
  have hW : wilsonLoop U T = P * pullback U Q := by
    refine LinearMap.ext fun x => ?_
    change T (U x) = P (U.symm (Q (U x)))
    rw [← hT, invol_apply hQ]
  have hB : pullback U Q * pullback U Q = 1 := by
    refine LinearMap.ext fun x => ?_
    change U.symm (Q (U (U.symm (Q (U x))))) = x
    rw [U.apply_symm_apply, invol_apply hQ, U.symm_apply_apply]
  have h := pinning hP hB
  rw [oddCount_pullback] at h
  rw [hW]
  exact h
```

The relation `hT` is essential. Take $E=F=\mathbb C$, $P=1$, $Q=-1$ and $U=T=1$. Then $a=0$ and $b=1$, yet the loop is $1$ and has no eigenvalue $-1$. Here $TQ=-1$ while $PU^{-1}=1$.

In a numerical calculation, $a=(N-\operatorname{tr}P)/2$, and transport is a product of overlap matrices between the cell-periodic parts of the occupied states at neighbouring $k$ points. Suppose that inversion is taken about the origin of coordinates, that the mesh is symmetric under $k\to-k$ and contains $0$ and $\pi$, and that each overlap matrix is invertible and replaced by its unitary polar factor. The discrete transport then satisfies $TQ=PU^{-1}$ up to the numerical error of the computed states, so the parity counts can check the computed phases even on a coarse mesh.

## One band with opposite parities

For $N=1$ and $a\ne b$, one count is $0$ and the other is $1$. The eigenspace at $-1$ then has dimension at least $1$ and fills $E$, so $W=-1$. For a non-interacting inversion-symmetric chain with one isolated occupied band, this is a Berry phase of $\pi$ when positions are measured from the inversion centre that $P$ and $Q$ refer to.

```lean
/-- For a single band whose inversion parities at `0` and `π` differ, with inversion
relating the two halves of the loop, the Wilson loop is `-1`. -/
theorem single_band (U : E ≃ₗ[ℂ] F) (T : F →ₗ[ℂ] E) {P : Module.End ℂ E}
    {Q : Module.End ℂ F} (hP : P * P = 1) (hQ : Q * Q = 1)
    (hT : ∀ y, T (Q y) = P (U.symm y)) (h1 : finrank ℂ E = 1)
    (hne : oddCount P ≠ oddCount Q) : wilsonLoop U T = -1 := by
  have h := (wilson_pinning U T hP hQ hT).1
  have hle := Submodule.finrank_le (End.eigenspace (wilsonLoop U T) (-1))
  rw [abs_le] at h
  have htop : End.eigenspace (wilsonLoop U T) (-1) = ⊤ :=
    Submodule.eq_top_of_finrank_eq (by omega)
  refine LinearMap.ext fun x => ?_
  have hx : x ∈ End.eigenspace (wilsonLoop U T) (-1) := by
    rw [htop]
    exact Submodule.mem_top
  rw [End.mem_eigenspace_iff] at hx
  simpa using hx
```

## Two bands with nothing pinned

The bounds can both be zero and attained. Take $P=\sigma_z$ on two-component states.

```lean
/-- The Pauli matrix `σz` as an operator on two-component states. -/
def sigmaZ : Module.End ℂ (Fin 2 → ℂ) := Matrix.toLin' !![1, 0; 0, -1]
```

Take $Q=\sigma_x$ on the same space.

```lean
/-- The Pauli matrix `σx` as an operator on two-component states. -/
def sigmaX : Module.End ℂ (Fin 2 → ℂ) := Matrix.toLin' !![0, 1; 1, 0]
```

With $U=1$ and $T=\sigma_z\sigma_x$, the relation holds because $\sigma_z\sigma_x\sigma_x=\sigma_z$. For $x=(x_0,x_1)$ we have $\sigma_z\sigma_x x=(x_1,-x_0)$, so an eigenvector at $\mu$ obeys

$$x_1=\mu x_0,\qquad -x_0=\mu x_1,\qquad (\mu^2+1)x_0=0.$$

At $\mu=\pm1$ this forces $x=0$. The Lean proof then reads the odd counts off the bounds: $|a-b|\le0$ and $|2-a-b|\le0$ leave only $a=b=1$.

```lean
/-- The involutions `σz` and `σx` have one odd state each, and `σz σx` has neither
eigenvalue `1` nor `-1`. With `U = 1` and `T = σz σx` they obey the inversion relation
between the two halves of a loop. -/
theorem pinning_witness :
    sigmaZ * sigmaZ = 1 ∧ sigmaX * sigmaX = 1 ∧
    (∀ y, (sigmaZ * sigmaX) (sigmaX y) = sigmaZ ((LinearEquiv.refl ℂ (Fin 2 → ℂ)).symm y)) ∧
    oddCount sigmaZ = 1 ∧ oddCount sigmaX = 1 ∧
    End.eigenspace (sigmaZ * sigmaX) 1 = ⊥ ∧ End.eigenspace (sigmaZ * sigmaX) (-1) = ⊥ := by
  have aZ : ∀ x, sigmaZ x = ![x 0, -x 1] := fun x => by
    funext i
    fin_cases i <;> simp [sigmaZ, Matrix.toLin'_apply, Matrix.mulVec, dotProduct]
  have aX : ∀ x, sigmaX x = ![x 1, x 0] := fun x => by
    funext i
    fin_cases i <;> simp [sigmaX, Matrix.toLin'_apply, Matrix.mulVec, dotProduct]
  have hZ : sigmaZ * sigmaZ = 1 := LinearMap.ext fun x => by
    rw [Module.End.mul_apply, aZ, aZ]
    funext i
    fin_cases i <;> simp
  have hX : sigmaX * sigmaX = 1 := LinearMap.ext fun x => by
    rw [Module.End.mul_apply, aX, aX]
    funext i
    fin_cases i <;> simp
  -- an eigenvalue of the product must square to `-1`
  have key : ∀ μ : ℂ, μ ^ 2 + 1 ≠ 0 → End.eigenspace (sigmaZ * sigmaX) μ = ⊥ := by
    intro μ hμ
    refine (Submodule.eq_bot_iff _).mpr fun x hx => ?_
    rw [End.mem_eigenspace_iff, Module.End.mul_apply, aX, aZ] at hx
    have h0 : x 1 = μ * x 0 := by simpa using congrFun hx 0
    have h1 : -x 0 = μ * x 1 := by simpa using congrFun hx 1
    have h2 : (μ ^ 2 + 1) * x 0 = 0 := by linear_combination -h1 - μ * h0
    have h3 : x 0 = 0 := (mul_eq_zero.mp h2).resolve_left hμ
    have h4 : x 1 = 0 := by rw [h0, h3, mul_zero]
    funext i
    fin_cases i
    · exact h3
    · exact h4
  have k1 := key 1 (by norm_num)
  have k2 := key (-1) (by norm_num)
  have e1 : finrank ℂ (End.eigenspace (sigmaZ * sigmaX) 1) = 0 := by
    rw [k1]
    exact finrank_bot ℂ _
  have e2 : finrank ℂ (End.eigenspace (sigmaZ * sigmaX) (-1)) = 0 := by
    rw [k2]
    exact finrank_bot ℂ _
  -- the absence of pinned eigenvalues fixes the odd counts
  have p := pinning hZ hX
  rw [e1, e2, Module.finrank_fin_fun, abs_le, abs_le] at p
  refine ⟨hZ, hX, fun y => ?_, by omega, by omega, k1, k2⟩
  rw [Module.End.mul_apply, invol_apply hX]
  rfl

end

end WilsonLoopInversion
```

```lean
#print axioms WilsonLoopInversion.similar_to_inverse
-- 'WilsonLoopInversion.similar_to_inverse' depends on axioms: [propext, Classical.choice, Quot.sound]
#print axioms WilsonLoopInversion.spectrum_paired
-- 'WilsonLoopInversion.spectrum_paired' depends on axioms: [propext, Classical.choice, Quot.sound]
#print axioms WilsonLoopInversion.wilson_pinning
-- 'WilsonLoopInversion.wilson_pinning' depends on axioms: [propext, Classical.choice, Quot.sound]
#print axioms WilsonLoopInversion.single_band
-- 'WilsonLoopInversion.single_band' depends on axioms: [propext, Classical.choice, Quot.sound]
```
